# When the dipole polarizability along an axis is positive, exactly one origin on that axis minimises the quadrupole polarizability along it

Two people compute the quadrupole polarizability of the same molecule, one with the origin at a nucleus, the other with the origin at the centre of mass. Their numbers can differ although neither has made an error. If the origins are not reported, the two numbers alone do not show whether the disagreement is a real one.

The model below makes the dependence explicit for one Cartesian axis and finitely many real states, with a non-degenerate ground state. If the position operator along this axis couples the ground state to some excited state, the quadrupole polarizability is a parabola in the displacement of the origin along the axis, with a single lowest point. For calculations in a finite real basis, this means that a quadrupole polarizability along one axis should be quoted together with its origin.

## Levels, response and a displaced origin

```lean
import Mathlib

open Finset

noncomputable section

namespace QuadrupoleOrigin

variable {V : Type*} [NormedAddCommGroup V] [InnerProductSpace ℝ V]
```

The states live in `V`, a vector space over the real numbers with an inner product.

```lean
/-- The levels of a Hamiltonian `H`: an orthonormal basis of eigenstates with their energies,
and a ground state whose energy lies strictly below all others. -/
structure Levels (ι : Type*) [Fintype ι] (H : Module.End ℝ V) where
  state : OrthonormalBasis ι ℝ V
  energy : ι → ℝ
  eigen : ∀ n, H (state n) = energy n • state n
  ground : ι
  gap : ∀ n, n ≠ ground → energy ground < energy n
```

`Module.End ℝ V` is the type of linear operators on `V`, and `H` is one of them. A term of type `Levels ι H` is a package of data and conditions. It contains normalised, mutually orthogonal eigenstates $|n\rangle$, labelled by the finite set `ι`, and energies $E_n$ with $H|n\rangle=E_n|n\rangle$. One label is singled out as `ground`; I write it as $0$. The condition `gap` says $E_0<E_n$ for every other $n$, so the ground level is simple.

Since the eigenstates form a basis, `V` has finite dimension, and there is no continuum. That $H$ is symmetric need not be assumed separately: it follows from the real orthonormal eigenbasis.

```lean
variable {ι : Type*} [Fintype ι] [DecidableEq ι] {H : Module.End ℝ V}

/-- The static response `R(u,v) = 2 ∑ u₀ₙ vₙ₀ / (Eₙ - E₀)`, summed over the excited states. -/
def Levels.response (L : Levels ι H) (u v : Module.End ℝ V) : ℝ :=
  2 * ∑ n ∈ univ.erase L.ground,
    inner ℝ (L.state L.ground) (u (L.state n)) * inner ℝ (L.state n) (v (L.state L.ground))
      / (L.energy n - L.energy L.ground)
```

With $u_{0n}=\langle 0|u|n\rangle$, this is the sum over states
$$R(u,v)=2\sum_{n\neq 0}\frac{u_{0n}\,v_{n0}}{E_n-E_0}.$$
The set `univ.erase L.ground` is all labels except the ground one. The factor 2 fixes the convention in which a perturbation $-Fu$ of strength $F$ changes the ground-state energy by $-\tfrac12R(u,u)F^2$ at second order. The formula is taken here as the definition of the response, not derived from the perturbed Hamiltonian.

```lean
/-- The second-moment operator referred to an origin displaced by `s`: `q - 2 s x + s²`. -/
def shifted (x q : Module.End ℝ V) (s : ℝ) : Module.End ℝ V :=
  q - (2 * s) • x + s ^ 2 • (1 : Module.End ℝ V)
```

Let $x$ be the position operator and $q$ the second moment, with unit charge. Moving the origin to $s$ replaces $q$ by
$$q_s=q-2s\,x+s^2.$$
The symbol `•` multiplies an operator by a number, and the final `1` is the identity operator. This is the one-particle form; for $N$ particles, with $x$ and $q$ summed over the particles, the constant would be $Ns^2$. A constant does not connect the ground state to an excited one, so it drops out of the response, and the formulas for the polarizability below are the same for $N$ particles. The definition concerns a single second moment, not the traceless quadrupole tensor.

```lean
/-- The quadrupole polarizability `R(q_s, q_s)` for the origin `s`. -/
def Levels.quadPol (L : Levels ι H) (x q : Module.End ℝ V) (s : ℝ) : ℝ :=
  L.response (shifted x q s) (shifted x q s)
```

`L.quadPol x q s` is the quadrupole polarizability $R(q_s,q_s)$, viewed as a function of the origin.

```lean
/-- If `q` is the square of the position `x`, the displaced operator is the square of `x - s`. -/
theorem shifted_square (x : Module.End ℝ V) (s : ℝ) :
    shifted x (x * x) s = (x - s • (1 : Module.End ℝ V)) * (x - s • (1 : Module.End ℝ V)) := by
  apply LinearMap.ext
  intro w
  simp only [shifted, LinearMap.add_apply, LinearMap.sub_apply, LinearMap.smul_apply,
    Module.End.one_apply, Module.End.mul_apply, map_sub, map_smul]
  module
```

This theorem justifies the definition of $q_s$. If $q=x^2$, then, because the number $s$ commutes with $x$,
$$(x-s)(x-s)=x^2-2s\,x+s^2=q_s.$$
Lean proves the equality of operators by applying both sides to an arbitrary vector `w`, expanding by linearity and letting `module` collect terms. The later theorems do not require $q=x^2$. They therefore also apply when $x$ and $q$ are separately projected onto a finite basis, where the projected $q$ is generally not the square of the projected $x$.

## When the dipole polarizability is positive

```lean
/-- A symmetric operator has symmetric real matrix elements. -/
theorem element_comm {u : Module.End ℝ V} (hu : u.IsSymmetric) (a b : V) :
    inner ℝ a (u b) = inner ℝ b (u a) :=
  (hu a b).symm.trans (real_inner_comm _ _)
```

`IsSymmetric` means $\langle ua|b\rangle=\langle a|ub\rangle$. In a real space the inner product is also symmetric, so $\langle a|u|b\rangle=\langle b|u|a\rangle$. In particular $u_{0n}=u_{n0}$.

```lean
/-- For symmetric `x`, the dipole polarizability `R(x,x)` is positive exactly when `x` couples
the ground state to some excited state. -/
theorem response_pos_iff (L : Levels ι H) {x : Module.End ℝ V} (hx : x.IsSymmetric) :
    0 < L.response x x ↔
      ∃ n, n ≠ L.ground ∧ inner ℝ (L.state n) (x (L.state L.ground)) ≠ 0 := by
  constructor
  · intro h
    by_contra hc
    push Not at hc
    have h0 : L.response x x = 0 := by
      unfold Levels.response
      rw [Finset.sum_eq_zero fun n hn => by rw [hc n (Finset.ne_of_mem_erase hn)]; simp]
      simp
    linarith
  · rintro ⟨m, hm, hne⟩
    unfold Levels.response
    refine mul_pos two_pos (Finset.sum_pos' (fun n hn => ?_)
      ⟨m, Finset.mem_erase.2 ⟨hm, mem_univ m⟩, ?_⟩)
    · rw [element_comm hx (L.state L.ground) (L.state n)]
      exact div_nonneg (mul_self_nonneg _)
        (sub_pos.2 (L.gap n (Finset.ne_of_mem_erase hn))).le
    · rw [element_comm hx (L.state L.ground) (L.state m)]
      exact div_pos (mul_self_pos.2 hne) (sub_pos.2 (L.gap m hm))
```

By the previous lemma,
$$R(x,x)=2\sum_{n\ne0}\frac{x_{n0}^2}{E_n-E_0}.$$
Every denominator is positive because of the gap, so no term is negative. The sum is positive exactly when at least one $x_{n0}$ with $n\neq0$ is nonzero.

The sign `↔` asks for two proofs. In the first, Lean supposes that all couplings vanish, finds $R(x,x)=0$ and reaches a contradiction. In the second, `Finset.sum_pos'` takes the two facts used above: all terms are non-negative, and the term `m` is positive.

## The parabola and its lowest point

```lean
/-- For symmetric `x` and `q`, the quadrupole polarizability is a polynomial of degree at most two
in the displacement `s` of the origin. -/
theorem quadPol_eq (L : Levels ι H) {x q : Module.End ℝ V} (hx : x.IsSymmetric)
    (hq : q.IsSymmetric) (s : ℝ) :
    L.quadPol x q s =
      L.response q q - 4 * s * L.response x q + 4 * s ^ 2 * L.response x x := by
  simp only [Levels.quadPol, Levels.response, Finset.mul_sum]
  rw [← Finset.sum_sub_distrib, ← Finset.sum_add_distrib]
  refine Finset.sum_congr rfl fun n hn => ?_
  have hne := Finset.ne_of_mem_erase hn
  -- the constant `s²` does not connect different eigenstates
  have h0 : inner ℝ (L.state n) (L.state L.ground) = 0 := L.state.orthonormal.2 hne
  have h1 : inner ℝ (L.state L.ground) (L.state n) = 0 := L.state.orthonormal.2 hne.symm
  simp only [shifted, LinearMap.add_apply, LinearMap.sub_apply, LinearMap.smul_apply,
    Module.End.one_apply, inner_add_right, inner_sub_right, real_inner_smul_right, h0, h1,
    element_comm hx (L.state L.ground) (L.state n),
    element_comm hq (L.state L.ground) (L.state n)]
  ring
```

For $n\neq0$ the constant $s^2$ contributes $s^2\langle n|0\rangle=0$, hence
$$(q_s)_{n0}=q_{n0}-2s\,x_{n0}.$$
Squaring gives
$$(q_s)_{n0}^2=q_{n0}^2-4s\,x_{n0}q_{n0}+4s^2x_{n0}^2.$$
Multiplying by $2/(E_n-E_0)$ and summing over $n\ne0$ yields
$$R(q_s,q_s)=R(q,q)-4s\,R(x,q)+4s^2R(x,x).$$

The Lean proof first gathers the right-hand side into one sum, and `Finset.sum_congr` then reduces the claim to a comparison term by term. The facts `h0` and `h1` are the orthogonality relations that remove $s^2$. The lemma `element_comm` turns $x_{0n}$ and $q_{0n}$ into $x_{n0}$ and $q_{n0}$, and `ring` does the squaring.

```lean
/-- Completed square: for symmetric `x`, `q` and `R(x,x) > 0`, the quadrupole polarizability is
a constant plus `4 R(x,x)` times the squared distance from a preferred origin. -/
theorem quadPol_square (L : Levels ι H) {x q : Module.End ℝ V} (hx : x.IsSymmetric)
    (hq : q.IsSymmetric) (hpos : 0 < L.response x x) (s : ℝ) :
    L.quadPol x q s = (L.response q q - L.response x q ^ 2 / L.response x x)
      + 4 * L.response x x * (s - L.response x q / (2 * L.response x x)) ^ 2 := by
  rw [quadPol_eq L hx hq]
  have h := hpos.ne'
  field_simp
  ring
```

Write $A=R(x,x)$, $B=R(x,q)$ and $C=R(q,q)$. If $A>0$, then
$$4A\left(s-\frac{B}{2A}\right)^2=4As^2-4Bs+\frac{B^2}{A},$$
and adding $C-B^2/A$ gives back the polynomial $C-4Bs+4As^2$. Therefore
$$R(q_s,q_s)=C-\frac{B^2}{A}+4A\left(s-\frac{B}{2A}\right)^2.$$
In Lean, `field_simp` clears the denominators, using $A\neq0$, and `ring` checks the remaining identity.

```lean
/-- For symmetric `x` and `q`, with `x` coupling the ground state to an excited state, the
quadrupole polarizability has the minimum `R(q,q) - R(x,q)²/R(x,x)`, reached only at the
origin `s = R(x,q)/(2R(x,x))`. -/
theorem quadPol_unique_minimum (L : Levels ι H) {x q : Module.End ℝ V} (hx : x.IsSymmetric)
    (hq : q.IsSymmetric)
    (hc : ∃ n, n ≠ L.ground ∧ inner ℝ (L.state n) (x (L.state L.ground)) ≠ 0) :
    L.quadPol x q (L.response x q / (2 * L.response x x)) =
        L.response q q - L.response x q ^ 2 / L.response x x ∧
      ∀ s, s ≠ L.response x q / (2 * L.response x x) →
        L.response q q - L.response x q ^ 2 / L.response x x < L.quadPol x q s := by
  have hpos := (response_pos_iff L hx).2 hc
  constructor
  · rw [quadPol_square L hx hq hpos, sub_self]
    ring
  · intro s hs
    rw [quadPol_square L hx hq hpos]
    have h2 := pow_pos (abs_pos.2 (sub_ne_zero.2 hs)) 2
    rw [sq_abs] at h2
    exact lt_add_of_pos_right _ (mul_pos (mul_pos four_pos hpos) h2)
```

The hypotheses are that $x$ and $q$ are symmetric and that $x$ couples the ground state to an excited state. The conclusion has two parts, joined by `∧`. At $s=B/(2A)$ the polarizability equals $C-B^2/A$, and at every other $s$ it is strictly larger.

Both parts can be read off the completed square. At $s=B/(2A)$ the square vanishes; elsewhere it is positive and is multiplied by $4A>0$. The proof obtains $A>0$ from `response_pos_iff` and then treats the two cases in this way. If $x$ had no coupling at all, both $A$ and $B$ would vanish, the parabola would be flat, and no origin would be preferred.

The smallest system to which the theorem applies has two levels. With $\Delta=E_1-E_0$ and $x_{10}\neq0$, the sums have one term each:
$$A=\frac{2x_{10}^2}{\Delta},\qquad B=\frac{2x_{10}q_{10}}{\Delta},\qquad C=\frac{2q_{10}^2}{\Delta}.$$
Then $C-B^2/A=0$. At the origin $s=q_{10}/(2x_{10})$ the quadrupole polarizability of a two-level system disappears entirely.

```lean
/-- For symmetric `x` and `q`, with `x` coupling the ground state to an excited state, moving the
origin gives the quadrupole polarizability every value from its minimum upwards, and no other. -/
theorem range_quadPol (L : Levels ι H) {x q : Module.End ℝ V} (hx : x.IsSymmetric)
    (hq : q.IsSymmetric)
    (hc : ∃ n, n ≠ L.ground ∧ inner ℝ (L.state n) (x (L.state L.ground)) ≠ 0) :
    Set.range (L.quadPol x q) =
      Set.Ici (L.response q q - L.response x q ^ 2 / L.response x x) := by
  have hpos := (response_pos_iff L hx).2 hc
  ext α
  constructor
  · rintro ⟨s, rfl⟩
    rw [Set.mem_Ici, quadPol_square L hx hq hpos]
    exact le_add_of_nonneg_right (by positivity)
  · intro hα
    rw [Set.mem_Ici] at hα
    refine ⟨L.response x q / (2 * L.response x x) + Real.sqrt ((α -
      (L.response q q - L.response x q ^ 2 / L.response x x)) / (4 * L.response x x)), ?_⟩
    rw [quadPol_square L hx hq hpos, add_sub_cancel_left,
      Real.sq_sqrt (div_nonneg (sub_nonneg.2 hα) (by positivity)),
      mul_div_cancel₀ _ (by positivity : 4 * L.response x x ≠ 0)]
    ring
```

`Set.range` is the set of all values taken as $s$ varies, and `Set.Ici` is the half-line from a number upwards, endpoint included. The theorem says that the two coincide: with a suitable origin, the polarizability takes any value from $C-B^2/A$ upwards.

One inclusion holds because the completed square is non-negative. For the other, take a target $\alpha\ge C-B^2/A$ and choose
$$s=\frac{B}{2A}+\sqrt{\frac{\alpha-(C-B^2/A)}{4A}}.$$
Inserting this into the completed square gives $\alpha$. Lean supplies the same $s$ and simplifies the squared root with `Real.sq_sqrt`, which needs the radicand to be non-negative.

## A three-level system that meets the conditions

```lean
/-- The standard basis of a three-level system. -/
def e : OrthonormalBasis (Fin 3) ℝ (EuclideanSpace ℝ (Fin 3)) := EuclideanSpace.basisFun _ ℝ
```

The vectors `e 0`, `e 1` and `e 2` are the standard orthonormal basis of $\mathbb R^3$. Lean counts from zero, which suits a ground state labelled $0$.

```lean
/-- The operator with matrix `M` in the standard basis. -/
def op (M : Matrix (Fin 3) (Fin 3) ℝ) : Module.End ℝ (EuclideanSpace ℝ (Fin 3)) :=
  Matrix.toLin e.toBasis e.toBasis M
```

`op M` is the operator whose matrix in this basis is $M$.

```lean
lemma op_e (M : Matrix (Fin 3) (Fin 3) ℝ) (j : Fin 3) : op M (e j) = ∑ k, M k j • e k := by
  have h := Matrix.toLin_self e.toBasis e.toBasis M j
  simp only [OrthonormalBasis.coe_toBasis] at h
  exact h
```

This lemma fixes the index convention: $M e_j=\sum_k M_{kj}e_k$, so column $j$ holds the image of $e_j$.

```lean
lemma inner_op (M : Matrix (Fin 3) (Fin 3) ℝ) (i j : Fin 3) :
    inner ℝ (e i) (op M (e j)) = M i j := by
  rw [op_e, inner_sum]
  simp only [real_inner_smul_right, orthonormal_iff_ite.mp e.orthonormal]
  simp
```

Taking the inner product with $e_i$ leaves only the term $k=i$, so $\langle e_i|M|e_j\rangle=M_{ij}$. Matrix entries are thus the usual matrix elements.

```lean
lemma op_symmetric {M : Matrix (Fin 3) (Fin 3) ℝ} (hM : ∀ i j, M i j = M j i) :
    (op M).IsSymmetric := by
  have h : ∀ i j, inner ℝ (op M (e i)) (e j) = inner ℝ (e i) (op M (e j)) := by
    intro i j
    rw [real_inner_comm, inner_op, inner_op, hM]
  intro u v
  rw [← e.sum_repr u, ← e.sum_repr v]
  simp only [map_sum, map_smul, sum_inner, inner_sum, real_inner_smul_left,
    real_inner_smul_right, h]
```

If $M_{ij}=M_{ji}$, the operator is symmetric. The proof checks this on basis vectors, then expands arbitrary `u` and `v` in the basis and uses linearity.

```lean
/-- Three equally spaced levels with energies 0, 1, 2. -/
def ladder : Levels (Fin 3) (op (Matrix.diagonal ![0, 1, 2])) where
  state := e
  energy := ![0, 1, 2]
  eigen n := by
    rw [op_e]
    simp [Matrix.diagonal_apply, ite_smul]
  ground := 0
  gap n hn := by
    fin_cases n
    · exact absurd rfl hn
    · norm_num
    · norm_num
```

The Hamiltonian is $\mathrm{diag}(0,1,2)$, in arbitrary energy units. The definition supplies everything that `Levels` requires: the eigenvalue equation is verified from the diagonal matrix, and the gap is checked for the two excited levels separately.

```lean
/-- A position matrix for the three levels. -/
def X : Matrix (Fin 3) (Fin 3) ℝ := !![0, 1, 0; 1, 1, 1; 0, 1, 0]
```

The position matrix, in arbitrary length units, is
$$X=\begin{pmatrix}0&1&0\\1&1&1\\0&1&0\end{pmatrix}.$$

```lean
/-- In the three-level system, `X` and its square are symmetric, and `X` couples the ground state
to the first excited state. -/
theorem ladder_witness :
    (op X).IsSymmetric ∧ (op (X * X)).IsSymmetric ∧
      inner ℝ (ladder.state 1) (op X (ladder.state ladder.ground)) ≠ 0 := by
  refine ⟨op_symmetric ?_, op_symmetric ?_, ?_⟩
  · intro i j
    fin_cases i <;> fin_cases j <;> simp [X]
  · intro i j
    fin_cases i <;> fin_cases j <;> simp [X, Matrix.mul_apply, Fin.sum_univ_three]
  · change inner ℝ (e 1) (op X (e 0)) ≠ 0
    rw [inner_op]
    simp [X]

end QuadrupoleOrigin
```

The theorem confirms that $X$ and $X^2$ give symmetric operators and that $X_{10}\neq0$. The results on the minimum and on the range of values therefore apply to this system with $q=X^2$.

The numbers themselves are not part of the theorem, but they are quickly found. Multiplication gives
$$X^2=\begin{pmatrix}1&1&1\\1&3&1\\1&1&1\end{pmatrix}.$$
Thus $x_{10}=1$, $x_{20}=0$ and $q_{10}=q_{20}=1$, and the sums are
$$A=2\cdot\frac11=2,\qquad B=2\cdot\frac11=2,\qquad C=2\left(\frac11+\frac12\right)=3.$$
With the origin at $s=0$ the quadrupole polarizability is $3$; at $s=B/(2A)=\tfrac12$ it has its minimum, $3-\tfrac42=1$. The states and energies are the same in both cases.

```lean
#print axioms QuadrupoleOrigin.shifted_square
#print axioms QuadrupoleOrigin.quadPol_unique_minimum
#print axioms QuadrupoleOrigin.range_quadPol
```

```
'QuadrupoleOrigin.shifted_square' depends on axioms: [propext, Classical.choice, Quot.sound]
'QuadrupoleOrigin.quadPol_unique_minimum' depends on axioms: [propext, Classical.choice, Quot.sound]
'QuadrupoleOrigin.range_quadPol' depends on axioms: [propext, Classical.choice, Quot.sound]
```
